# A symmetric, connected, nonnegative hopping matrix with largest level r has −r as a level exactly when its cluster is bipartite

A particle hops on a finite cluster, with a real symmetric hopping matrix $h$ that has nonnegative entries and links all sites, directly or through other sites. If $r$ is the largest level of $h$ and $-r$ is a level too, then the sites split into two sublattices with no matrix element inside either one, the diagonal elements included. This is what bipartite means here, and the converse holds as well.

```lean
import Mathlib

open Matrix

namespace BipartiteConverse

/-- The energy levels of a hopping matrix: the real numbers `μ` for which `h v = μ v` has a
nonzero solution `v`. -/
def levels {n : Type*} [Fintype n] (h : Matrix n n ℝ) : Set ℝ :=
  {μ | ∃ v : n → ℝ, v ≠ 0 ∧ h *ᵥ v = μ • v}

/-- A cluster is connected if any two sites are joined by a chain of nonzero matrix elements. -/
def Connected {n : Type*} (h : Matrix n n ℝ) : Prop :=
  ∀ i j, Relation.ReflTransGen (fun a b => h a b ≠ 0) i j

/-- A cluster is bipartite if its sites carry signs `±1` such that all matrix elements between
sites of equal sign vanish, the diagonal ones included. -/
def Bipartite {n : Type*} (h : Matrix n n ℝ) : Prop :=
  ∃ e : n → ℝ, (∀ i, e i = 1 ∨ e i = -1) ∧ ∀ i j, e i = e j → h i j = 0

variable {n : Type*} [Fintype n] [DecidableEq n] {h : Matrix n n ℝ} {r μ : ℝ}

/-- If no level of a symmetric `h` exceeds `r`, then `r - h` is positive semidefinite. -/
theorem gap_posSemidef (hs : h.IsSymm) (hr : r ∈ upperBounds (levels h)) :
    (r • (1 : Matrix n n ℝ) - h).PosSemidef := by
  have hA : (r • (1 : Matrix n n ℝ) - h).IsHermitian := by
    rw [Matrix.IsHermitian, conjTranspose_eq_transpose_of_trivial, transpose_sub,
      transpose_smul, transpose_one, hs.eq]
  -- an eigenvector of `r - h` at `ν` is an eigenvector of `h` at `r - ν`
  have key : ∀ (u : n → ℝ) (ν : ℝ), (r • (1 : Matrix n n ℝ) - h) *ᵥ u = ν • u →
      h *ᵥ u = (r - ν) • u := by
    intro u ν hu
    rw [sub_mulVec, smul_mulVec, one_mulVec] at hu
    rw [sub_smul, ← hu, sub_sub_cancel]
  rw [hA.posSemidef_iff_eigenvalues_nonneg]
  intro j
  have hmem : r - hA.eigenvalues j ∈ levels h := by
    refine ⟨(hA.eigenvectorBasis j).ofLp, fun h0 => ?_, key _ _ (hA.mulVec_eigenvectorBasis j)⟩
    exact hA.eigenvectorBasis.orthonormal.ne_zero j (by ext i; exact congrFun h0 i)
  have hle := hr hmem
  change (0 : ℝ) ≤ hA.eigenvalues j
  linarith

/-- The quadratic form of `r - h` is `r` times the squared norm minus the quadratic form
of `h`. -/
theorem gap_form (h : Matrix n n ℝ) (r : ℝ) (w : n → ℝ) :
    star w ⬝ᵥ (r • (1 : Matrix n n ℝ) - h) *ᵥ w = r * (w ⬝ᵥ w) - w ⬝ᵥ h *ᵥ w := by
  rw [star_trivial, sub_mulVec, smul_mulVec, one_mulVec, dotProduct_sub, dotProduct_smul,
    smul_eq_mul]

omit [DecidableEq n] in
/-- The quadratic forms of `h` in the states `|v|` and `v` add up to a sum over pairs of sites
that weighs each matrix element by `|v i| |v j| + v i v j`. -/
theorem abs_energy (h : Matrix n n ℝ) (v : n → ℝ) :
    (fun i => |v i|) ⬝ᵥ h *ᵥ (fun i => |v i|) + v ⬝ᵥ h *ᵥ v =
      ∑ i, ∑ j, h i j * (|v i| * |v j| + v i * v j) := by
  simp only [dotProduct, Matrix.mulVec, Finset.mul_sum, ← Finset.sum_add_distrib]
  exact Finset.sum_congr rfl fun i _ => Finset.sum_congr rfl fun j _ => by ring

omit [DecidableEq n] in
/-- On a connected cluster with nonnegative matrix elements, a nonzero eigenvector with
nonnegative amplitudes has a strictly positive amplitude on every site. -/
theorem amplitude_pos (h0 : ∀ i j, 0 ≤ h i j) (hc : Connected h) {w : n → ℝ}
    (hw : ∀ i, 0 ≤ w i) (hne : w ≠ 0) (he : h *ᵥ w = r • w) (i : n) : 0 < w i := by
  -- a zero amplitude spreads to all neighbours
  have step : ∀ a b, w a = 0 → h a b ≠ 0 → w b = 0 := by
    intro a b ha hab
    have hsum : ∑ j, h a j * w j = 0 := (congrFun he a).trans (by simp [ha])
    have hb := (Finset.sum_eq_zero_iff_of_nonneg
      (fun j _ => mul_nonneg (h0 a j) (hw j))).mp hsum b (Finset.mem_univ b)
    exact (mul_eq_zero.mp hb).resolve_left hab
  refine lt_of_le_of_ne (hw i) fun hi => hne ?_
  funext j
  have hij := hc i j
  induction hij with
  | refl => exact hi.symm
  | tail _ hbc ih => exact step _ _ ih hbc

/-- Let `h` be symmetric and connected with nonnegative entries and no level above `r`.
If `-r` is a level, the cluster is bipartite. -/
theorem bipartite_of_neg_level (hs : h.IsSymm) (h0 : ∀ i j, 0 ≤ h i j) (hc : Connected h)
    (hr : r ∈ upperBounds (levels h)) (hneg : -r ∈ levels h) : Bipartite h := by
  obtain ⟨v, hne, hv⟩ := hneg
  have hnorm : (fun i => |v i|) ⬝ᵥ (fun i => |v i|) = v ⬝ᵥ v := by
    simp only [dotProduct, abs_mul_abs_self]
  have hP := gap_posSemidef hs hr
  have hgap := hP.dotProduct_mulVec_nonneg (fun i => |v i|)
  rw [gap_form, hnorm] at hgap
  have hsum := abs_energy h v
  rw [hv, dotProduct_smul, smul_eq_mul] at hsum
  have hterm : ∀ i j, 0 ≤ h i j * (|v i| * |v j| + v i * v j) := fun i j =>
    mul_nonneg (h0 i j) (by rw [← abs_mul]; linarith [neg_abs_le (v i * v j)])
  have hrow : ∀ i, 0 ≤ ∑ j, h i j * (|v i| * |v j| + v i * v j) := fun i =>
    Finset.sum_nonneg fun j _ => hterm i j
  have hnn := Finset.sum_nonneg fun i (_ : i ∈ Finset.univ) => hrow i
  have hzero : ∑ i, ∑ j, h i j * (|v i| * |v j| + v i * v j) = 0 := by linarith
  -- `|v|` attains the variational bound, so it is an eigenvector at `r`
  have hker := (hP.dotProduct_mulVec_zero_iff (fun i => |v i|)).mp (by
    rw [gap_form, hnorm]; linarith)
  rw [sub_mulVec, smul_mulVec, one_mulVec] at hker
  have hpos := amplitude_pos h0 hc (fun i => abs_nonneg (v i))
    (fun hz => hne (funext fun i => abs_eq_zero.mp (congrFun hz i))) (sub_eq_zero.mp hker).symm
  -- the signs of `v` label the sublattices
  refine ⟨fun i => if 0 < v i then 1 else -1, fun i => ?_, fun i j hij => ?_⟩
  · by_cases a : 0 < v i
    · exact Or.inl (if_pos a)
    · exact Or.inr (if_neg a)
  have hi := (Finset.sum_eq_zero_iff_of_nonneg fun i _ => hrow i).mp hzero i (Finset.mem_univ i)
  have ht := (Finset.sum_eq_zero_iff_of_nonneg fun j _ => hterm i j).mp hi j (Finset.mem_univ j)
  have hvv : 0 < v i * v j := by
    have hvi : v i ≠ 0 := abs_pos.mp (hpos i)
    have hvj : v j ≠ 0 := abs_pos.mp (hpos j)
    by_cases a : 0 < v i <;> by_cases b : 0 < v j
    · exact mul_pos a b
    · norm_num [a, b] at hij
    · norm_num [a, b] at hij
    · exact mul_pos_of_neg_of_neg (lt_of_le_of_ne (not_lt.mp a) hvi)
        (lt_of_le_of_ne (not_lt.mp b) hvj)
  refine (mul_eq_zero.mp ht).resolve_right (ne_of_gt ?_)
  linarith [mul_nonneg (abs_nonneg (v i)) (abs_nonneg (v j))]

omit [DecidableEq n] in
/-- On a bipartite cluster the set of levels is symmetric about zero: if `μ` is a level, so is `-μ`.
-/
theorem neg_level_of_bipartite (hb : Bipartite h) (hμ : μ ∈ levels h) : -μ ∈ levels h := by
  obtain ⟨e, he, hb⟩ := hb
  obtain ⟨v, hne, hv⟩ := hμ
  -- flip the amplitudes on one sublattice
  refine ⟨fun i => e i * v i, fun hz => hne (funext fun i => ?_), funext fun i => ?_⟩
  · refine (mul_eq_zero.mp (congrFun hz i)).resolve_left ?_
    rcases he i with a | a <;> rw [a] <;> norm_num
  have hi : ∑ j, h i j * v j = μ * v i := congrFun hv i
  change ∑ j, h i j * (e j * v j) = -μ * (e i * v i)
  calc ∑ j, h i j * (e j * v j) = ∑ j, -e i * (h i j * v j) :=
        Finset.sum_congr rfl fun j _ => by
          by_cases hij : e i = e j
          · rw [hb i j hij]; ring
          · have hj : e j = -e i := by
              rcases he i with a | a <;> rcases he j with b | b
              · exact absurd (a.trans b.symm) hij
              · rw [a, b]
              · rw [a, b, neg_neg]
              · exact absurd (a.trans b.symm) hij
            rw [hj]; ring
    _ = -μ * (e i * v i) := by rw [← Finset.mul_sum, hi]; ring

/-- Let `h` be symmetric and connected with nonnegative entries and largest level `r`.
Then `-r` is a level if and only if the cluster is bipartite. -/
theorem neg_level_iff_bipartite (hs : h.IsSymm) (h0 : ∀ i j, 0 ≤ h i j) (hc : Connected h)
    (hr : IsGreatest (levels h) r) : -r ∈ levels h ↔ Bipartite h :=
  ⟨bipartite_of_neg_level hs h0 hc hr.2, fun hb => neg_level_of_bipartite hb hr.1⟩

end BipartiteConverse
```

```lean
#print axioms BipartiteConverse.neg_level_iff_bipartite
```

```
'BipartiteConverse.neg_level_iff_bipartite' depends on axioms: [propext, Classical.choice, Quot.sound]
```

## From the spectrum back to the lattice

It is well known that a bipartite hopping problem has a symmetric spectrum: changing the sign of the amplitudes on one sublattice turns a state at level $\mu$ into a state at level $-\mu$. The question here is the reverse one. Suppose only the levels are known, or even only the two levels $r$ and $-r$. Does the lattice have to be bipartite? For a connected cluster whose symmetric matrix has no negative entry, on the diagonal or off it, the answer is yes, and this one pair of levels suffices, provided that $r$ is the largest level.

The sign convention needs attention. The usual tight-binding Hamiltonian is $H=-t\sum_{\langle i,j\rangle}(c_i^\dagger c_j+c_j^\dagger c_i)$ with $t>0$, where the sum runs over bonds and $c_i^\dagger$ creates a particle on site $i$. Its one-particle matrix has entries $-t$, so the matrix $h$ of the theorem is minus that matrix. The largest level $r$ of $h$ therefore corresponds to the one-particle ground-state energy $-r$ of $H$. In these terms, the one-particle matrix of $H$ on a connected cluster has a level at $+r$, the mirror image of its lowest level, exactly when the cluster is bipartite.

In Hückel theory, a non-interacting model of π electrons with one orbital per atom, the bipartite molecules are the alternant ones. With a common on-site energy $\alpha$ and a resonance integral $\beta<0$ on every bond of a connected molecule, let $h$ be $\alpha$ times the identity minus the Hückel matrix, and let $r$ be the largest level of $h$. Then the lowest orbital lies at $\alpha-r$, and there is an orbital at $\alpha+r$ exactly when the molecule is alternant.

## What the definitions and theorems say

The sites form a finite type `n`, and `h : Matrix n n ℝ` holds the matrix elements $h_{ij}$. Three definitions carry the physics.

- `levels h` is the set of real numbers $\mu$ for which $hv=\mu v$ has a nonzero real solution $v$. It records no degeneracies, and the eigenvectors are not normalised.
- `Connected h` says that any site can be reached from any other through a chain of nonzero matrix elements. The chain may be empty, so a single site is always connected.
- `Bipartite h` says that there are signs $e_i=\pm1$ with $h_{ij}=0$ whenever $e_i=e_j$. This is stricter than the common use of the word, which concerns bonds only: the case $i=j$ is included, so all diagonal entries must vanish.

The diagonal condition fixes the zero of energy. If all sites share an on-site energy, it has to be subtracted before $h$ is formed, since a uniform shift moves every level and destroys the symmetry about zero.

The hypotheses of the main theorem, `neg_level_iff_bipartite`, are that $h$ is symmetric (`hs`), that its entries are nonnegative (`h0`), that it is connected (`hc`), and that $r$ is its largest level (`hr`, written with `IsGreatest`). The conclusion is that $-r$ is a level if and only if the cluster is bipartite. Off the diagonal, nonnegativity stands for hopping amplitudes of one common sign, as for $s$ orbitals without a magnetic flux. On the diagonal it excludes negative entries, and this matters: a triangle with hopping $1$ and all diagonal entries equal to $-1/2$ has the levels $3/2$, $-3/2$ and $-3/2$, but it is not bipartite.

The forward direction is `bipartite_of_neg_level`. It keeps the first three hypotheses, but in place of `IsGreatest` it asks only that no level exceed $r$. The backward direction, `neg_level_of_bipartite`, holds for every level $\mu$ and needs neither symmetry, nor nonnegativity, nor connectivity.

The step from this model to a real cluster is the assumption that its electrons are described by a single one-particle matrix in an orthonormal site basis. With a Hubbard repulsion switched on, the theorem still describes the hopping matrix, but not the many-electron spectrum.

## The argument by hand

**The variational bound.** Let $u_k$ be an orthonormal basis of real eigenvectors of $h$, with levels $\lambda_k\le r$. For any real vector $w$,

$$r\,(w\cdot w)-w\cdot hw=\sum_k (r-\lambda_k)(u_k\cdot w)^2\ \ge 0 .$$

If the left side is zero, then $w$ has no component along any $u_k$ with $\lambda_k<r$, and so $hw=rw$.

**Comparing $v$ with $|v|$.** Let $v\neq0$ satisfy $hv=-rv$, and let $|v|$ be the vector with entries $|v_i|$. Both vectors have the same squared norm $N=\sum_i v_i^2>0$. Write $\langle h\rangle_w=(w\cdot hw)/(w\cdot w)$ for the normalised expectation value. Then

$$\langle h\rangle_{|v|}+\langle h\rangle_v=\frac1N\sum_{i,j}h_{ij}\bigl(|v_i||v_j|+v_iv_j\bigr).$$

Each bracket equals $|v_iv_j|+v_iv_j\ge0$, and $h_{ij}\ge0$, so the right side is nonnegative. On the left, $\langle h\rangle_v=-r$ and, by the variational bound, $\langle h\rangle_{|v|}\le r$, so the left side is at most zero. Both sides are therefore zero. Two things follow:

1. $\langle h\rangle_{|v|}=r$, so the bound is attained and $h|v|=r|v|$.
2. Every term $h_{ij}(|v_i||v_j|+v_iv_j)$ vanishes separately.

**No site has zero amplitude.** Suppose $|v_a|=0$ for some site $a$. Row $a$ of the eigenvalue equation reads $\sum_j h_{aj}|v_j|=r|v_a|=0$. All terms are nonnegative, so each is zero, and $|v_b|=0$ for every site $b$ with $h_{ab}\ne0$. The zero passes along chains of nonzero matrix elements to every site of the connected cluster, which gives $v=0$, a contradiction. Hence $|v_i|>0$ for all $i$.

**Reading off the sublattices.** Put $e_i=1$ if $v_i>0$ and $e_i=-1$ if $v_i<0$. If $e_i=e_j$, then $v_iv_j>0$ and the bracket equals $2v_iv_j>0$. Since the term vanishes, $h_{ij}=0$. For $i=j$ this shows that the diagonal is zero.

**The way back.** Let the signs $e_i$ be given and let $hv=\mu v$ with $v\ne0$. Wherever $h_{ij}\neq0$ we have $e_j=-e_i$, so

$$\sum_j h_{ij}e_jv_j=-e_i\sum_j h_{ij}v_j=-\mu\,e_iv_i .$$

The vector with entries $e_iv_i$ is nonzero and belongs to the level $-\mu$. Taking $\mu=r$ gives the level $-r$.

## The same steps in Lean

`gap_posSemidef` supplies the variational bound in the form that $r\cdot1-h$ is positive semidefinite. It applies the spectral theorem to this difference: an eigenvector at $\nu$ is an eigenvector of $h$ at $r-\nu$ (the local statement `key`). As $r-\nu$ cannot exceed $r$, we get $\nu\ge0$. `gap_form` rewrites the quadratic form of the difference as $r\,(w\cdot w)-w\cdot hw$.

`abs_energy` is the identity for the sum of the two quadratic forms, without the division by $N$. It is proved by expanding the products and comparing the sums term by term.

`amplitude_pos` proves strict positivity for any nonzero eigenvector $w$ with nonnegative entries. Its local statement `step` carries a zero from site $a$ to a neighbour $b$, and an induction along the chain supplied by `Connected h` carries it to every site.

`bipartite_of_neg_level` puts these together. The variational bound for $|v|$ is `hgap`, the identity with $hv=-rv$ inserted is `hsum`, and the nonnegativity of the double sum is `hnn`. From these three, `linarith` obtains `hzero`, which says that the double sum is zero. The lemma `dotProduct_mulVec_zero_iff` then handles the case of equality: a positive semidefinite matrix annihilates any vector on which its quadratic form vanishes. This makes $|v|$ an eigenvector at $r$, and `amplitude_pos` applies.

The signs are defined by `if 0 < v i then 1 else -1`. Two uses of `Finset.sum_eq_zero_iff_of_nonneg`, one for the rows and one within a row, isolate the term for a given pair of sites. A case distinction on the signs of `v i` and `v j` shows that equal labels mean a positive product, and the matrix element must then be zero.

In `neg_level_of_bipartite`, the `calc` block is the displayed computation for the way back. It treats sites of equal sign, where $h_{ij}=0$, separately from sites of opposite sign, where $e_j=-e_i$. The final theorem joins the two directions, using from `IsGreatest` the upper bound for one and the fact that $r$ is a level for the other.

## One, two and three sites

For a single site, $h$ is one number $a\ge0$, and $r=a$. The value $-a$ is a level only if $a=0$, which is also the condition for the site to be bipartite in the sense used here.

A dimer with hopping $t>0$ and zero diagonal has the levels $t$ and $-t$. The normalised eigenvector at $-t$ is $(1,-1)/\sqrt2$, and its signs are the two sublattice labels.

A triangle with hopping $t>0$ on each bond and zero diagonal has the levels $2t$, $-t$ and $-t$. The value $-2t$ is missing, in agreement with the fact that three mutually coupled sites cannot be given two alternating labels.

## A decoupled site that spoils the conclusion

Take a dimer with hopping $1$ and add a third site, coupled to neither of the others, with diagonal entry $1/2$:

$$h=\begin{pmatrix}0&1&0\\1&0&0\\0&0&1/2\end{pmatrix}.$$

This matrix is symmetric with nonnegative entries, and its levels are $1$, $1/2$ and $-1$. Both $r=1$ and $-r=-1$ are present, yet the cluster is not bipartite, because the third diagonal entry is nonzero. The eigenvector at $-1$ vanishes on the third site and so carries no information about it. So the theorem becomes false if connectivity is dropped and nothing is put in its place. A decoupled part does not always do harm, though: a second dimer with weaker hopping and zero diagonal would leave the cluster bipartite.
